# For positive diagonal energies $a$ at $Q$ and $c$ at $-Q$, a 2×2 Bethe-Salpeter matrix can have only real frequencies over an unstable reference exactly when $a\neq c$

Anyone who takes real excitation frequencies as proof of a stable reference can be wrong: with diagonal energies 9 at $Q$ and 1 at $-Q$, coupled by 4, the frequencies are 1 and 7, yet some amplitudes lower the energy.

In Lean 4 with Mathlib:

```lean
import Mathlib

open Matrix ComplexConjugate

namespace FiniteMomentumBSE

noncomputable section

/-- The stability matrix for an excitation at momentum `Q` (diagonal energy `a`) and one
at `-Q` (diagonal energy `c`) with complex coupling `b`. -/
def stability (a c : ℝ) (b : ℂ) : Matrix (Fin 2) (Fin 2) ℂ :=
  !![(a : ℂ), b; conj b, (c : ℂ)]

/-- The Bethe-Salpeter matrix coupling the resonant amplitude at `Q` to the antiresonant
amplitude at `-Q`. -/
def bse (a c : ℝ) (b : ℂ) : Matrix (Fin 2) (Fin 2) ℂ :=
  !![(a : ℂ), b; -conj b, -(c : ℂ)]

/-- The number `ω` is an excitation frequency: an eigenvalue of the Bethe-Salpeter matrix
with a nonzero eigenvector. -/
def IsFrequency (a c : ℝ) (b ω : ℂ) : Prop :=
  ∃ v : Fin 2 → ℂ, v ≠ 0 ∧ bse a c b *ᵥ v = ω • v

/-- The second-order energy change of the reference under the amplitudes `x`. -/
def energy (a c : ℝ) (b : ℂ) (x : Fin 2 → ℂ) : ℝ :=
  (star x ⬝ᵥ stability a c b *ᵥ x).re

/-- The stability matrix is indefinite: some amplitudes lower the energy and others
raise it. -/
def IsIndefinite (a c : ℝ) (b : ℂ) : Prop :=
  (∃ x, energy a c b x < 0) ∧ ∃ y, 0 < energy a c b y

/-- A hidden instability: the stability matrix is indefinite, yet the frequencies are
exactly two distinct real numbers, nonzero and of equal sign. -/
def HiddenInstability (a c : ℝ) (b : ℂ) : Prop :=
  IsIndefinite a c b ∧ ∃ ω₁ ω₂ : ℝ, ω₁ < ω₂ ∧ 0 < ω₁ * ω₂ ∧
    ∀ ω : ℂ, IsFrequency a c b ω ↔ ω = ω₁ ∨ ω = ω₂

/-- The Bethe-Salpeter matrix is the metric `diag(1, -1)` times the stability matrix. -/
theorem bse_eq_metric_mul_stability (a c : ℝ) (b : ℂ) :
    bse a c b = !![1, 0; 0, -1] * stability a c b := by
  ext i j
  fin_cases i <;> fin_cases j <;>
    simp [bse, stability, Matrix.mul_apply, Fin.sum_univ_two]

/-- The excitation frequencies are the roots of the secular equation
`(ω - a)(ω + c) + |b|² = 0`. -/
theorem isFrequency_iff (a c : ℝ) (b ω : ℂ) :
    IsFrequency a c b ω ↔ (ω - a) * (ω + c) + (‖b‖ : ℂ) ^ 2 = 0 := by
  have hmul : ∀ (p q r s : ℂ) (v : Fin 2 → ℂ),
      !![p, q; r, s] *ᵥ v = ![p * v 0 + q * v 1, r * v 0 + s * v 1] := by
    intro p q r s v
    ext i
    fin_cases i <;> simp [Matrix.mulVec, dotProduct, Fin.sum_univ_two]
  -- the eigenvalue equation is a homogeneous linear system
  have key : ∀ v : Fin 2 → ℂ, bse a c b *ᵥ v = ω • v ↔
      !![(a : ℂ) - ω, b; -conj b, -(c : ℂ) - ω] *ᵥ v = 0 := by
    intro v
    rw [bse, hmul, hmul]
    constructor
    · intro h
      have h0 : (a : ℂ) * v 0 + b * v 1 = ω * v 0 := congrFun h 0
      have h1 : -conj b * v 0 + -(c : ℂ) * v 1 = ω * v 1 := congrFun h 1
      ext i
      fin_cases i
      · show ((a : ℂ) - ω) * v 0 + b * v 1 = 0
        linear_combination h0
      · show -conj b * v 0 + (-(c : ℂ) - ω) * v 1 = 0
        linear_combination h1
    · intro h
      have h0 : ((a : ℂ) - ω) * v 0 + b * v 1 = 0 := congrFun h 0
      have h1 : -conj b * v 0 + (-(c : ℂ) - ω) * v 1 = 0 := congrFun h 1
      ext i
      fin_cases i
      · show (a : ℂ) * v 0 + b * v 1 = ω * v 0
        linear_combination h0
      · show -conj b * v 0 + -(c : ℂ) * v 1 = ω * v 1
        linear_combination h1
  have hb : b * conj b = (‖b‖ : ℂ) ^ 2 := by
    rw [Complex.mul_conj, ← Complex.sq_norm, Complex.ofReal_pow]
  simp only [IsFrequency, key]
  rw [Matrix.exists_mulVec_eq_zero_iff, Matrix.det_fin_two_of]
  constructor
  · intro h
    linear_combination h - hb
  · intro h
    linear_combination h + hb

/-- The secular equation split into its real and imaginary parts. -/
theorem isFrequency_iff_re_im (a c : ℝ) (b ω : ℂ) :
    IsFrequency a c b ω ↔
      (ω.re - a) * (ω.re + c) - ω.im ^ 2 + ‖b‖ ^ 2 = 0 ∧
        ω.im * (2 * ω.re + c - a) = 0 := by
  rw [isFrequency_iff, ← Complex.ofReal_pow, Complex.ext_iff]
  generalize ‖b‖ ^ 2 = B
  simp only [Complex.add_re, Complex.add_im, Complex.mul_re, Complex.mul_im,
    Complex.sub_re, Complex.sub_im, Complex.ofReal_re, Complex.ofReal_im,
    Complex.zero_re, Complex.zero_im]
  constructor
  · rintro ⟨h1, h2⟩
    exact ⟨by linear_combination h1, by linear_combination h2⟩
  · rintro ⟨h1, h2⟩
    exact ⟨by linear_combination h1, by linear_combination h2⟩

/-- For positive `a` and `c`, a nonreal frequency exists exactly when `2|b| > a + c`. -/
theorem exists_nonreal_iff {a c : ℝ} (ha : 0 < a) (hc : 0 < c) (b : ℂ) :
    (∃ ω, IsFrequency a c b ω ∧ ω.im ≠ 0) ↔ a + c < 2 * ‖b‖ := by
  have hb := norm_nonneg b
  constructor
  · rintro ⟨ω, hω, him⟩
    obtain ⟨h1, h2⟩ := (isFrequency_iff_re_im a c b ω).1 hω
    -- a nonreal root has real part (a - c)/2
    have hre : ω.re = (a - c) / 2 := by
      have := (mul_eq_zero.1 h2).resolve_left him
      linarith
    rw [hre] at h1
    have hpos : 0 < ω.im ^ 2 := by positivity
    by_contra hn
    nlinarith [not_lt.1 hn]
  · intro h
    have hpos : 0 < ‖b‖ ^ 2 - (a + c) ^ 2 / 4 := by nlinarith
    refine ⟨⟨(a - c) / 2, Real.sqrt (‖b‖ ^ 2 - (a + c) ^ 2 / 4)⟩, ?_,
      (Real.sqrt_pos.2 hpos).ne'⟩
    rw [isFrequency_iff_re_im]
    dsimp only
    rw [Real.sq_sqrt hpos.le]
    constructor <;> ring

/-- For positive `a`, the stability matrix is indefinite exactly when `|b|² > ac`. -/
theorem isIndefinite_iff {a : ℝ} (ha : 0 < a) (c : ℝ) (b : ℂ) :
    IsIndefinite a c b ↔ a * c < ‖b‖ ^ 2 := by
  -- completing the square in the energy
  have hsq : ∀ x : Fin 2 → ℂ, a * energy a c b x =
      Complex.normSq (a * x 0 + b * x 1) +
        (a * c - Complex.normSq b) * Complex.normSq (x 1) := by
    intro x
    simp [energy, stability, Matrix.mulVec, dotProduct, Fin.sum_univ_two,
      Complex.normSq_apply]
    ring
  rw [Complex.sq_norm]
  constructor
  · rintro ⟨⟨x, hx⟩, -⟩
    by_contra hn
    have h1 := Complex.normSq_nonneg (a * x 0 + b * x 1)
    have h2 := mul_nonneg (sub_nonneg.2 (not_lt.1 hn)) (Complex.normSq_nonneg (x 1))
    have h3 := mul_neg_of_pos_of_neg ha hx
    linarith [hsq x]
  · intro h
    refine ⟨⟨![b, -(a : ℂ)], ?_⟩, ⟨![1, 0], ?_⟩⟩
    · have e : a * energy a c b ![b, -(a : ℂ)] =
          a * (a * (a * c - Complex.normSq b)) := by
        rw [hsq]
        simp [Complex.normSq_apply]
        ring
      rw [mul_left_cancel₀ ha.ne' e]
      exact mul_neg_of_pos_of_neg ha (by linarith)
    · have e : a * energy a c b ![1, 0] = a * a := by
        rw [hsq]
        simp [Complex.normSq_apply]
      rw [mul_left_cancel₀ ha.ne' e]
      exact ha

/-- For positive `a` and `c`, the instability is hidden exactly in the window
`ac < |b|²` and `2|b| < a + c`. -/
theorem hiddenInstability_iff {a c : ℝ} (ha : 0 < a) (hc : 0 < c) (b : ℂ) :
    HiddenInstability a c b ↔ a * c < ‖b‖ ^ 2 ∧ 2 * ‖b‖ < a + c := by
  have hb := norm_nonneg b
  rw [HiddenInstability, isIndefinite_iff ha]
  refine and_congr_right fun hind => ?_
  constructor
  · rintro ⟨ω₁, ω₂, hlt, -, hω⟩
    have h1 := ((isFrequency_iff_re_im a c b ω₁).1 ((hω ω₁).2 (Or.inl rfl))).1
    have h2 := ((isFrequency_iff_re_im a c b ω₂).1 ((hω ω₂).2 (Or.inr rfl))).1
    simp only [Complex.ofReal_re, Complex.ofReal_im] at h1 h2
    have hsum : ω₁ + ω₂ = a - c := by
      apply mul_left_cancel₀ (sub_ne_zero.2 hlt.ne')
      linear_combination h2 - h1
    -- the squared splitting is the discriminant
    have hgap : (ω₂ - ω₁) ^ 2 = (a + c) ^ 2 - 4 * ‖b‖ ^ 2 := by
      have e : ω₂ = a - c - ω₁ := by linarith
      rw [e]
      linear_combination 4 * h1
    have hpos : 0 < (ω₂ - ω₁) ^ 2 := pow_pos (sub_pos.2 hlt) 2
    by_contra hn
    nlinarith [not_lt.1 hn]
  · intro h
    have hd : 0 < (a + c) ^ 2 - 4 * ‖b‖ ^ 2 := by nlinarith
    obtain ⟨s, hs0, hs⟩ : ∃ s : ℝ, 0 < s ∧ s ^ 2 = (a + c) ^ 2 - 4 * ‖b‖ ^ 2 :=
      ⟨_, Real.sqrt_pos.2 hd, Real.sq_sqrt hd.le⟩
    refine ⟨(a - c - s) / 2, (a - c + s) / 2, by linarith, ?_, fun ω => ?_⟩
    · have e : (a - c - s) / 2 * ((a - c + s) / 2) = ‖b‖ ^ 2 - a * c := by
        linear_combination (-1 / 4) * hs
      rw [e]
      linarith
    · have hsC : (s : ℂ) ^ 2 = ((a : ℂ) + c) ^ 2 - 4 * (‖b‖ : ℂ) ^ 2 := by
        exact_mod_cast hs
      have fac : (ω - a) * (ω + c) + (‖b‖ : ℂ) ^ 2 =
          (ω - ((a - c - s) / 2 : ℝ)) * (ω - ((a - c + s) / 2 : ℝ)) := by
        push_cast
        linear_combination (1 / 4) * hsC
      rw [isFrequency_iff, fac, mul_eq_zero, sub_eq_zero, sub_eq_zero]

/-- For positive `a` and `c`, some real coupling gives a hidden instability exactly when
the diagonal energies at `Q` and `-Q` differ. -/
theorem exists_hiddenInstability_iff {a c : ℝ} (ha : 0 < a) (hc : 0 < c) :
    (∃ b : ℝ, HiddenInstability a c (b : ℂ)) ↔ a ≠ c := by
  constructor
  · rintro ⟨b, hb⟩ rfl
    obtain ⟨h1, h2⟩ := (hiddenInstability_iff ha hc _).1 hb
    nlinarith [norm_nonneg (b : ℂ)]
  · intro hne
    have hpos : 0 < (a - c) ^ 2 := by
      have := sub_ne_zero.2 hne
      positivity
    -- take b² halfway between ac and ((a + c)/2)²
    have hm : 0 ≤ (a * c + (a + c) ^ 2 / 4) / 2 := by positivity
    refine ⟨Real.sqrt ((a * c + (a + c) ^ 2 / 4) / 2), ?_⟩
    rw [hiddenInstability_iff ha hc, Complex.norm_real,
      Real.norm_of_nonneg (Real.sqrt_nonneg _)]
    have hs := Real.sq_sqrt hm
    have h0 := Real.sqrt_nonneg ((a * c + (a + c) ^ 2 / 4) / 2)
    constructor
    · rw [hs]
      nlinarith
    · by_contra hn
      nlinarith [not_lt.1 hn]

/-- For `a = 9`, `c = 1`, `b = 4` the stability matrix is indefinite and the frequencies
are exactly `1` and `7`. -/
theorem hidden_instability_nine_one_four :
    IsIndefinite 9 1 4 ∧ ∀ ω : ℂ, IsFrequency 9 1 4 ω ↔ ω = 1 ∨ ω = 7 := by
  have h4 : ‖(4 : ℂ)‖ = 4 := by norm_num
  constructor
  · rw [isIndefinite_iff (by norm_num), h4]
    norm_num
  · intro ω
    have fac : (ω - (9 : ℝ)) * (ω + (1 : ℝ)) + ((4 : ℝ) : ℂ) ^ 2 =
        (ω - 1) * (ω - 7) := by
      push_cast
      ring
    rw [isFrequency_iff, h4, fac, mul_eq_zero, sub_eq_zero, sub_eq_zero]

end

end FiniteMomentumBSE
```

```lean
#print axioms FiniteMomentumBSE.bse_eq_metric_mul_stability
#print axioms FiniteMomentumBSE.exists_nonreal_iff
#print axioms FiniteMomentumBSE.exists_hiddenInstability_iff
#print axioms FiniteMomentumBSE.hidden_instability_nine_one_four
```

```
'FiniteMomentumBSE.bse_eq_metric_mul_stability' depends on axioms: [propext, Classical.choice, Quot.sound]
'FiniteMomentumBSE.exists_nonreal_iff' depends on axioms: [propext, Classical.choice, Quot.sound]
'FiniteMomentumBSE.exists_hiddenInstability_iff' depends on axioms: [propext, Classical.choice, Quot.sound]
'FiniteMomentumBSE.hidden_instability_nine_one_four' depends on axioms: [propext, Classical.choice, Quot.sound]
```

## Two matrices for one pair of excitations

The resonant amplitude of an excitation at momentum $Q$, with diagonal energy $a$, couples through a complex number $b$ to the antiresonant amplitude of one at $-Q$, with diagonal energy $c$. The matrices `stability` and `bse` are

$$S=\begin{pmatrix}a&b\\ b^*&c\end{pmatrix},\qquad L=\begin{pmatrix}a&b\\ -b^*&-c\end{pmatrix}=\begin{pmatrix}1&0\\0&-1\end{pmatrix}S .$$

`IsFrequency` says that a complex $\omega$ is an eigenvalue of $L$ with a nonzero eigenvector. In this sign convention the uncoupled frequencies are $a$ and $-c$. `energy` is the quadratic form $E(x)=x^\dagger Sx$ for amplitudes $x=(x_0,x_1)$, and `IsIndefinite` says that it takes both signs. With Hartree-Fock matrix elements this form is the second-order change of the Hartree-Fock energy, $x_1$ being the complex conjugate of the amplitude at $-Q$; with a screened interaction it serves here as the definition of stability. `HiddenInstability` adds that the frequencies are exactly two distinct real numbers with positive product.

For $a,c>0$ the theorems state:

- a nonreal frequency exists iff $2|b|>a+c$;
- $S$ is indefinite iff $|b|^2>ac$;
- the instability is hidden iff $ac<|b|^2$ and $2|b|<a+c$;
- some real $b$ achieves this iff $a\neq c$.

If inversion or time reversal maps the two excitations onto each other, then $a=c$ and there is no such window. The model has one excitation per momentum and a frequency-independent coupling; $a$, $b$ and $c$ are given numbers, not computed from a screened interaction. Within this two-amplitude model with $a,c>0$ and $a\neq c$, finding that the frequencies are real does not settle stability. One can test $S$ directly, or look at the product of the two eigenvalues of $L$: it equals $|b|^2-ac$, so it is positive exactly when $S$ is indefinite.

## When the frequencies leave the real axis

Setting $\det(L-\omega)=0$ gives

$$(\omega-a)(\omega+c)+|b|^2=0 .$$

With $\omega=u+iv$, the real and imaginary parts are

$$(u-a)(u+c)-v^2+|b|^2=0,\qquad v(2u+c-a)=0 .$$

If $v\neq0$, then $u=(a-c)/2$, so $(u-a)(u+c)=-(a+c)^2/4$ and $v^2=|b|^2-(a+c)^2/4$. This is positive iff $2|b|>a+c$, and in that case its square root supplies a nonreal solution. `exists_nonreal_iff` follows these steps, using the split from `isFrequency_iff_re_im`.

Positivity matters here: the criterion fails if $a+c$ may be negative. For $a=c=-1$ and $b=0$ we have $2|b|=0>-2=a+c$, but the frequencies are $-1$ and $1$.

## From eigenvectors to a determinant

The secular equation rests on `Matrix.exists_mulVec_eq_zero_iff`: a square matrix sends some nonzero vector to zero iff its determinant vanishes. In `isFrequency_iff`, the auxiliary statement `key` first rewrites $Lv=\omega v$ as $(L-\omega)v=0$, so that the lemma applies. It works in both directions and spares a case distinction: the obvious eigenvector $(b,\omega-a)$ is zero when $b=0$ and $\omega=a$.

## When the energy takes both signs

Completing the square gives

$$aE(x)=|ax_0+bx_1|^2+(ac-|b|^2)|x_1|^2 .$$

If $|b|^2\le ac$, the energy is never negative. If $|b|^2>ac$, the vector $(b,-a)$ removes the first square and has $E=a(ac-|b|^2)<0$; normalised, the value is $a(ac-|b|^2)/(a^2+|b|^2)$. The vector $(1,0)$ has $E=a>0$. In `isIndefinite_iff`, `hsq` is this identity, and the two vectors are the witnesses.

## The window between the thresholds

For $2|b|<a+c$, put $s=\sqrt{(a+c)^2-4|b|^2}>0$. The secular polynomial factorises with roots

$$\omega_{1,2}=\frac{a-c\mp s}{2},\qquad \omega_1\omega_2=|b|^2-ac .$$

Indefiniteness therefore makes the two signs equal. Conversely, subtracting the secular equations of two distinct real roots gives $\omega_1+\omega_2=a-c$, hence $(\omega_2-\omega_1)^2=(a+c)^2-4|b|^2>0$. This is how `hiddenInstability_iff` recovers the upper bound on $|b|$. At $2|b|=a+c$ the roots merge, which the definition excludes.

The window for $|b|^2$ has width

$$\frac{(a+c)^2}{4}-ac=\frac{(a-c)^2}{4},$$

so it is open iff $a\neq c$. `exists_hiddenInstability_iff` takes $b^2$ at its midpoint.

For $a=9$, $c=1$, $b=4$, the window is $9<16<25$ and the secular polynomial is $(\omega-1)(\omega-7)$, as the last theorem confirms.
